# For a $p^{-8}$ momentum tail, a cutoff $P$ loses charge as $P^{-5}$ but kinetic energy only as $P^{-3}$

Cut the momentum density of the hydrogen 1s state at $P = 10$ atomic units and check the normalisation: only about $2\times10^{-5}$ of an electron is missing. The kinetic energy is nevertheless short by about 1.7 millihartree out of 500. A tiny missing charge is therefore no guarantee of an equally tiny missing energy. The theorems below give both losses to leading order for a radial density $\rho(p)$, continuous on $[0,\infty)$, with $p^8\rho(p)\to C$.

That condition, with $C\ne0$, stands for the cusp of a nonrelativistic wavefunction at a point nucleus where it does not vanish, which gives the momentum density a $p^{-8}$ tail. It is assumed here, not derived from a Schrödinger equation.

```lean
import Mathlib

open MeasureTheory Set Filter
open scoped Real Topology

namespace ComptonTails

noncomputable section

/-- The charge carried by momenta above the cutoff `P`, for a radial momentum density `ρ`. -/
def lostCharge (ρ : ℝ → ℝ) (P : ℝ) : ℝ := ∫ p in Ioi P, 4 * π * p ^ 2 * ρ p
```

`Ioi P` is the open interval $(P,\infty)$, so this reads
$$N(P)=\int_P^\infty 4\pi p^2\rho(p)\,dp .$$
Charge is counted in electrons. The type `ℝ → ℝ` lets `ρ` take any real argument and value; neither positivity nor normalisation is required.

```lean
/-- The kinetic energy (atomic units, `p ^ 2 / 2` per electron) carried by momenta above `P`. -/
def lostKinetic (ρ : ℝ → ℝ) (P : ℝ) : ℝ :=
  ∫ p in Ioi P, p ^ 2 / 2 * (4 * π * p ^ 2) * ρ p
```

Each electron contributes $p^2/2$, so the lost kinetic energy is
$$T(P)=\int_P^\infty \tfrac{p^2}{2}\,4\pi p^2\rho(p)\,dp=\int_P^\infty 2\pi p^4\rho(p)\,dp .$$

```lean
/-- The Compton profile of an isotropic momentum density `ρ` in the impulse approximation, for
`q ≥ 0` the size of the electron's initial momentum component along the scattering vector. -/
def comptonProfile (ρ : ℝ → ℝ) (q : ℝ) : ℝ := ∫ p in Ioi q, 2 * π * p * ρ p
```

This is $J(q)=2\pi\int_q^\infty p\,\rho(p)\,dp$ for $q\ge 0$. Here $q$ is the size of the component of the electron's initial momentum along the scattering vector.

```lean
/-- The momentum density of the hydrogen 1s state in atomic units. -/
def hydrogenDensity (p : ℝ) : ℝ := 8 / (π ^ 2 * (1 + p ^ 2) ^ 4)
```

This is the 1s density $8/\big(\pi^2(1+p^2)^4\big)$, used as the example at the end.

```lean
/-- An inverse power `p ^ -(m + 2)` is integrable beyond any `P > 0`, and its integral there
is `1 / ((m + 1) P ^ (m + 1))`. -/
theorem inverse_power_tail (m : ℕ) {P : ℝ} (hP : 0 < P) :
    IntegrableOn (fun p : ℝ => (p ^ (m + 2))⁻¹) (Ioi P) ∧
      ∫ p in Ioi P, (p ^ (m + 2))⁻¹ = 1 / (((m : ℝ) + 1) * P ^ (m + 1)) := by
  have hm : (0 : ℝ) ≤ (m : ℝ) := Nat.cast_nonneg m
  have ha : -((m + 2 : ℕ) : ℝ) < -1 := by
    push_cast
    linarith
  have key : ∀ t : ℝ, 0 < t → t ^ (-((m + 2 : ℕ) : ℝ)) = (t ^ (m + 2))⁻¹ := fun t ht => by
    rw [Real.rpow_neg ht.le, Real.rpow_natCast]
  constructor
  · exact (integrableOn_Ioi_rpow_of_lt ha hP).congr_fun
      (fun t ht => key t (hP.trans (mem_Ioi.mp ht))) measurableSet_Ioi
  · have e : ∫ p in Ioi P, (p ^ (m + 2))⁻¹ = ∫ p in Ioi P, p ^ (-((m + 2 : ℕ) : ℝ)) :=
      setIntegral_congr_fun measurableSet_Ioi
        (fun t ht => (key t (hP.trans (mem_Ioi.mp ht))).symm)
    have e2 : -((m + 2 : ℕ) : ℝ) + 1 = -((m + 1 : ℕ) : ℝ) := by
      push_cast
      ring
    rw [e, integral_Ioi_rpow_of_lt ha hP, e2, Real.rpow_neg hP.le, Real.rpow_natCast,
      neg_div_neg_eq]
    push_cast
    field_simp
```

For a natural number $m$ and $P>0$,
$$\int_P^\infty \frac{dp}{p^{m+2}}=\frac{1}{(m+1)P^{m+1}} .$$
The antiderivative is $-p^{-(m+1)}/(m+1)$, which vanishes at infinity. Mathlib has this integral for real exponents, and `key` translates between those and natural powers. The theorem also states integrability, which matters because Lean assigns the value 0 to the integral of a non-integrable function.

```lean
/-- A function continuous on `[0, ∞)` for which `p ^ (m + 2) f(p)` has a finite limit is
integrable over all positive momenta. -/
theorem integrable_of_tail (m : ℕ) {f : ℝ → ℝ} {C : ℝ} (hf : ContinuousOn f (Ici 0))
    (h : Tendsto (fun p => p ^ (m + 2) * f p) atTop (𝓝 C)) : IntegrableOn f (Ioi 0) := by
  obtain ⟨R, hR⟩ := Metric.tendsto_atTop.1 h 1 one_pos
  have hS : 0 < max R 1 := lt_of_lt_of_le one_pos (le_max_right R 1)
  -- beyond a large momentum, `f` is dominated by an inverse power
  have hfar : IntegrableOn f (Ioi (max R 1)) := by
    refine Integrable.mono' ((inverse_power_tail m hS).1.const_mul (|C| + 1))
      ((hf.mono fun p hp => hS.le.trans (mem_Ioi.mp hp).le).aestronglyMeasurable
        measurableSet_Ioi)
      ((ae_restrict_iff' measurableSet_Ioi).2 (Eventually.of_forall fun p hp => ?_))
    have hp' : max R 1 < p := hp
    have hx : 0 < p ^ (m + 2) := pow_pos (hS.trans hp') _
    have h1 := hR p ((le_max_left R 1).trans hp'.le)
    rw [Real.dist_eq] at h1
    have h2 : |p ^ (m + 2) * f p| ≤ |C| + 1 := by
      have := abs_sub_abs_le_abs_sub (p ^ (m + 2) * f p) C
      linarith
    rw [abs_mul, abs_of_pos hx] at h2
    rw [Real.norm_eq_abs, ← div_eq_mul_inv, le_div_iff₀ hx]
    linarith
  have hnear : IntegrableOn f (Icc 0 (max R 1)) :=
    (hf.mono Icc_subset_Ici_self).integrableOn_Icc
  refine (hnear.union hfar).mono_set fun p hp => ?_
  rcases le_or_gt p (max R 1) with h1 | h1
  · exact Or.inl ⟨(mem_Ioi.mp hp).le, h1⟩
  · exact Or.inr h1
```

`Tendsto … atTop (𝓝 C)` says that the expression approaches $C$ as its variable goes to $+\infty$, and `Ici 0` is $[0,\infty)$. The claim is that a continuous $f$ with $p^{m+2}f(p)\to C$ is integrable over $(0,\infty)$.

By hand, choose $R$ so that $|p^{m+2}f(p)-C|<1$ for $p\ge R$, and put $S=\max(R,1)$. Beyond $S$,
$$|f(p)|\le\frac{|C|+1}{p^{m+2}},$$
which is integrable; this is `hfar`. On $[0,S]$ a continuous function is integrable; this is `hnear`. The two ranges together contain all positive momenta.

```lean
/-- General tail law: if `f` is continuous on `[0, ∞)` and `p ^ (m + 2) f(p)` tends to `C`, then
`P ^ (m + 1)` times the integral of `f` beyond `P` tends to `C / (m + 1)`. -/
theorem tail_law (m : ℕ) {f : ℝ → ℝ} {C : ℝ} (hf : ContinuousOn f (Ici 0))
    (h : Tendsto (fun p => p ^ (m + 2) * f p) atTop (𝓝 C)) :
    Tendsto (fun P => P ^ (m + 1) * ∫ p in Ioi P, f p) atTop (𝓝 (C / ((m : ℝ) + 1))) := by
  rw [Metric.tendsto_atTop]
  intro ε hε
  obtain ⟨R, hR⟩ := Metric.tendsto_atTop.1 h (ε / 2) (half_pos hε)
  refine ⟨max R 1, fun P hP => ?_⟩
  have hP0 : 0 < P := lt_of_lt_of_le one_pos ((le_max_right R 1).trans hP)
  have hRP : R ≤ P := (le_max_left R 1).trans hP
  obtain ⟨hi, hv⟩ := inverse_power_tail m hP0
  have hfi : IntegrableOn f (Ioi P) :=
    (integrable_of_tail m hf h).mono_set (Ioi_subset_Ioi hP0.le)
  have hdiff : ∫ p in Ioi P, (f p - C * (p ^ (m + 2))⁻¹) =
      (∫ p in Ioi P, f p) - C * (1 / (((m : ℝ) + 1) * P ^ (m + 1))) := by
    rw [integral_sub hfi (hi.const_mul C), integral_const_mul, hv]
  -- the deviation from the pure power law is small under the integral
  have hbound : ‖∫ p in Ioi P, (f p - C * (p ^ (m + 2))⁻¹)‖ ≤
      ε / 2 * (1 / (((m : ℝ) + 1) * P ^ (m + 1))) := by
    rw [← hv, ← integral_const_mul]
    refine norm_integral_le_of_norm_le (hi.const_mul (ε / 2))
      ((ae_restrict_iff' measurableSet_Ioi).2 (Eventually.of_forall fun p hp => ?_))
    have hp' : P < p := hp
    have hx : 0 < p ^ (m + 2) := pow_pos (hP0.trans hp') _
    have h1 := hR p (hRP.trans hp'.le)
    rw [Real.dist_eq] at h1
    have e : f p - C * (p ^ (m + 2))⁻¹ = (p ^ (m + 2) * f p - C) * (p ^ (m + 2))⁻¹ := by
      rw [sub_mul, mul_comm (p ^ (m + 2)) (f p), mul_inv_cancel_right₀ hx.ne']
    rw [Real.norm_eq_abs, e, abs_mul, abs_of_pos (inv_pos.2 hx)]
    exact mul_le_mul_of_nonneg_right h1.le (inv_pos.2 hx).le
  rw [hdiff, Real.norm_eq_abs] at hbound
  clear hdiff
  generalize (∫ p in Ioi P, f p) = I at hbound ⊢
  have hm : (0 : ℝ) < (m : ℝ) + 1 := by positivity
  have hy : 0 < P ^ (m + 1) := pow_pos hP0 _
  have e : P ^ (m + 1) * I - C / ((m : ℝ) + 1) =
      P ^ (m + 1) * (I - C * (1 / (((m : ℝ) + 1) * P ^ (m + 1)))) := by
    field_simp
  rw [Real.dist_eq, e, abs_mul, abs_of_pos hy]
  calc P ^ (m + 1) * |I - C * (1 / (((m : ℝ) + 1) * P ^ (m + 1)))|
      ≤ P ^ (m + 1) * (ε / 2 * (1 / (((m : ℝ) + 1) * P ^ (m + 1)))) :=
        mul_le_mul_of_nonneg_left hbound hy.le
    _ = ε / 2 / ((m : ℝ) + 1) := by field_simp
    _ ≤ ε / 2 := div_le_self (half_pos hε).le (by linarith [Nat.cast_nonneg (α := ℝ) m])
    _ < ε := half_lt_self hε
```

This is the general law:
$$P^{m+1}\int_P^\infty f(p)\,dp\;\to\;\frac{C}{m+1}.$$
Given $\varepsilon>0$, choose $R$ so that $|p^{m+2}f(p)-C|<\varepsilon/2$ for $p\ge R$, and take $P\ge\max(R,1)$. Subtract the pure power law under the integral:
$$f(p)-\frac{C}{p^{m+2}}=\frac{p^{m+2}f(p)-C}{p^{m+2}} .$$
The right side is at most $(\varepsilon/2)\,p^{-(m+2)}$ in size, so
$$\left|\int_P^\infty f\,dp-\frac{C}{(m+1)P^{m+1}}\right|\le\frac{\varepsilon}{2}\,\frac{1}{(m+1)P^{m+1}} .$$
Multiplying by $P^{m+1}$ leaves at most $\varepsilon/(2(m+1))\le\varepsilon/2<\varepsilon$.

In the code, `hdiff` evaluates the integral of the difference, `hbound` is the displayed estimate, and the closing `calc` block is the multiplication by $P^{m+1}$.

```lean
variable {ρ : ℝ → ℝ} {C : ℝ}

/-- A momentum density continuous on `[0, ∞)` with `p ^ 8 ρ(p)` tending to `C` has finite total
charge and finite total kinetic energy. -/
theorem finite_charge_and_kinetic (hρ : ContinuousOn ρ (Ici 0))
    (h : Tendsto (fun p => p ^ 8 * ρ p) atTop (𝓝 C)) :
    IntegrableOn (fun p => 4 * π * p ^ 2 * ρ p) (Ioi 0) ∧
      IntegrableOn (fun p => p ^ 2 / 2 * (4 * π * p ^ 2) * ρ p) (Ioi 0) :=
  ⟨integrable_of_tail 4 (C := 4 * π * C) (by fun_prop)
      ((h.const_mul (4 * π)).congr fun p => by ring),
    integrable_of_tail 2 (C := 2 * π * C) (by fun_prop)
      ((h.const_mul (2 * π)).congr fun p => by ring)⟩
```

The total charge and total kinetic energy are finite. The two integrands satisfy
$$p^6\cdot4\pi p^2\rho=4\pi p^8\rho\to4\pi C,\qquad p^4\cdot2\pi p^4\rho=2\pi p^8\rho\to2\pi C,$$
so the integrability theorem applies with $m=4$ and $m=2$. The tactic `fun_prop` supplies continuity and `ring` the algebra.

```lean
/-- Truncation law: for `ρ` continuous on `[0, ∞)` with `p ^ 8 ρ(p)` tending to `C`, the charge
beyond `P` times `P ^ 5` tends to `4 π C / 5`, and the kinetic energy beyond `P` times `P ^ 3`
tends to `2 π C / 3`. -/
theorem truncation_law (hρ : ContinuousOn ρ (Ici 0))
    (h : Tendsto (fun p => p ^ 8 * ρ p) atTop (𝓝 C)) :
    Tendsto (fun P => P ^ 5 * lostCharge ρ P) atTop (𝓝 (4 * π * C / 5)) ∧
      Tendsto (fun P => P ^ 3 * lostKinetic ρ P) atTop (𝓝 (2 * π * C / 3)) := by
  constructor
  · rw [show 4 * π * C / 5 = 4 * π * C / (((4 : ℕ) : ℝ) + 1) by norm_num]
    exact tail_law 4 (f := fun p => 4 * π * p ^ 2 * ρ p) (by fun_prop)
      ((h.const_mul (4 * π)).congr fun p => by ring)
  · rw [show 2 * π * C / 3 = 2 * π * C / (((2 : ℕ) : ℝ) + 1) by norm_num]
    exact tail_law 2 (f := fun p => p ^ 2 / 2 * (4 * π * p ^ 2) * ρ p) (by fun_prop)
      ((h.const_mul (2 * π)).congr fun p => by ring)
```

The same two substitutions in the general law give
$$P^5N(P)\to\frac{4\pi C}{5},\qquad P^3T(P)\to\frac{2\pi C}{3}.$$
The two `rw` lines only write the denominators 5 and 3 as $4+1$ and $2+1$, the form that `tail_law` produces. These are limits without a rate: they do not say how large $P$ must be for a given accuracy. If $C=0$, as for a finite Gaussian basis, both limits are zero.

```lean
/-- For `ρ` continuous on `[0, ∞)` with `p ^ 8 ρ(p)` tending to `C ≠ 0`, the ratio of lost kinetic
energy to lost charge grows as `(5 / 6) P ^ 2`. -/
theorem kinetic_per_charge (hρ : ContinuousOn ρ (Ici 0))
    (h : Tendsto (fun p => p ^ 8 * ρ p) atTop (𝓝 C)) (hC : C ≠ 0) :
    Tendsto (fun P => lostKinetic ρ P / (P ^ 2 * lostCharge ρ P)) atTop (𝓝 (5 / 6)) := by
  obtain ⟨hN, hT⟩ := truncation_law hρ h
  have hπ : π ≠ 0 := Real.pi_ne_zero
  have hne : 4 * π * C / 5 ≠ 0 := by simp [hπ, hC]
  have e : 2 * π * C / 3 / (4 * π * C / 5) = 5 / 6 := by
    rw [div_eq_iff hne]
    ring
  rw [← e]
  refine (hT.div hN hne).congr' ?_
  filter_upwards [eventually_gt_atTop (0 : ℝ)] with P hP
  have hP3 : P ^ 3 ≠ 0 := (pow_pos hP 3).ne'
  change P ^ 3 * lostKinetic ρ P / (P ^ 5 * lostCharge ρ P) = _
  rw [show P ^ 5 * lostCharge ρ P = P ^ 3 * (P ^ 2 * lostCharge ρ P) by ring,
    mul_div_mul_left _ _ hP3]
```

For $C\ne0$, divide the two limits:
$$\frac{T(P)}{P^2N(P)}=\frac{P^3T(P)}{P^5N(P)}\to\frac{2\pi C/3}{4\pi C/5}=\frac56 .$$
The lost electrons therefore carry on average $5/3$ of the cutoff energy $P^2/2$, to leading order. The code cancels $P^3$ for $P>0$, which is enough for a limit at infinity. With $C=0$ the ratio can tend to another value: a pure $p^{-10}$ tail gives $7/10$.

```lean
/-- For `ρ` continuous on `[0, ∞)` with `p ^ 8 ρ(p)` tending to `C`, the Compton profile falls off
so that `q ^ 6 J(q)` tends to `π C / 3`. -/
theorem comptonProfile_tail (hρ : ContinuousOn ρ (Ici 0))
    (h : Tendsto (fun p => p ^ 8 * ρ p) atTop (𝓝 C)) :
    Tendsto (fun q => q ^ 6 * comptonProfile ρ q) atTop (𝓝 (π * C / 3)) := by
  rw [show π * C / 3 = 2 * π * C / (((5 : ℕ) : ℝ) + 1) by push_cast; ring]
  exact tail_law 5 (f := fun p => 2 * π * p * ρ p) (by fun_prop)
    ((h.const_mul (2 * π)).congr fun p => by ring)
```

Here $p^7\cdot2\pi p\,\rho=2\pi p^8\rho\to2\pi C$, so $m=5$ and $q^6J(q)\to2\pi C/6=\pi C/3$. For an isotropic density in the impulse approximation, this ties the far wing of the Compton profile to the same constant $C$ that sets the truncation losses.

```lean
/-- The hydrogen 1s momentum density is continuous on `[0, ∞)`, and `p ^ 8` times it tends to
`8 / π ^ 2`. -/
theorem hydrogen_witness : ContinuousOn hydrogenDensity (Ici 0) ∧
    Tendsto (fun p => p ^ 8 * hydrogenDensity p) atTop (𝓝 (8 / π ^ 2)) := by
  constructor
  · have hc : Continuous fun p : ℝ => 8 / (π ^ 2 * (1 + p ^ 2) ^ 4) :=
      continuous_const.div (by fun_prop) fun p => by positivity
    exact hc.continuousOn
  · have h0 : Tendsto (fun p : ℝ => (p ^ 2)⁻¹) atTop (𝓝 0) :=
      tendsto_inv_atTop_zero.comp (tendsto_pow_atTop two_ne_zero)
    have h1 : Tendsto (fun p : ℝ => 8 / π ^ 2 * ((1 + (p ^ 2)⁻¹) ^ 4)⁻¹) atTop
        (𝓝 (8 / π ^ 2 * ((1 + 0) ^ 4)⁻¹)) :=
      (((h0.const_add 1).pow 4).inv₀ (by norm_num)).const_mul (8 / π ^ 2)
    rw [show 8 / π ^ 2 * ((1 + 0) ^ 4)⁻¹ = 8 / π ^ 2 by norm_num] at h1
    refine h1.congr' ?_
    filter_upwards [eventually_gt_atTop (0 : ℝ)] with p hp
    have hp2 : p ^ 2 ≠ 0 := (pow_pos hp 2).ne'
    have e : 1 + (p ^ 2)⁻¹ = (1 + p ^ 2) / p ^ 2 := by
      rw [eq_div_iff hp2, add_mul, inv_mul_cancel₀ hp2]
      ring
    rw [e, div_pow, inv_div, hydrogenDensity, div_mul_div_comm]
    ring
```

The 1s density meets both hypotheses. It is continuous because its denominator never vanishes, and for $p>0$
$$p^8\rho(p)=\frac{8}{\pi^2}\,\frac{1}{(1+p^{-2})^4}\to\frac{8}{\pi^2}.$$
The code takes the limit of the right side first, then shows that the two sides agree for positive $p$.

```lean
/-- For the hydrogen 1s state, the charge beyond `P` times `P ^ 5` tends to `32 / (5 π)`, and the
kinetic energy beyond `P` times `P ^ 3` tends to `16 / (3 π)`. -/
theorem hydrogen_truncation :
    Tendsto (fun P => P ^ 5 * lostCharge hydrogenDensity P) atTop (𝓝 (32 / (5 * π))) ∧
      Tendsto (fun P => P ^ 3 * lostKinetic hydrogenDensity P) atTop (𝓝 (16 / (3 * π))) := by
  have hπ : π ≠ 0 := Real.pi_ne_zero
  have e1 : 32 / (5 * π) = 4 * π * (8 / π ^ 2) / 5 := by
    rw [div_eq_div_iff (by positivity) (by norm_num)]
    field_simp
    norm_num
  have e2 : 16 / (3 * π) = 2 * π * (8 / π ^ 2) / 3 := by
    rw [div_eq_div_iff (by positivity) (by norm_num)]
    field_simp
    norm_num
  rw [e1, e2]
  exact truncation_law hydrogen_witness.1 hydrogen_witness.2

end

end ComptonTails
```

Inserting $C=8/\pi^2$ gives $P^5N(P)\to32/(5\pi)$ and $P^3T(P)\to16/(3\pi)$. At $P=10$ the leading terms are $2.0\times10^{-5}$ electrons and $1.7\times10^{-3}$ hartree, the figures in the opening paragraph.

When a given momentum density is integrated only up to $P$, without being rescaled to make up for the missing charge, the law suggests a tail correction, provided the density is already close to its $p^{-8}$ form there. Estimate $C$ by $P^8\rho(P)$, then add $\tfrac{4\pi}{5}P^3\rho(P)$ to the charge and $\tfrac{2\pi}{3}P^5\rho(P)$ to the kinetic energy. For hydrogen at $P=10$ the second term restores 1.63 of the missing 1.66 millihartree.

The argument also extends to $\langle p^4\rangle$, which enters the relativistic mass–velocity correction. Its integrand is $4\pi p^6\rho$, so taking $m=0$ in the general law would give a loss of about $4\pi C/P$, a slower decay still.

```lean
#print axioms ComptonTails.finite_charge_and_kinetic
#print axioms ComptonTails.kinetic_per_charge
#print axioms ComptonTails.comptonProfile_tail
#print axioms ComptonTails.hydrogen_truncation
```

```
'ComptonTails.finite_charge_and_kinetic' depends on axioms: [propext, Classical.choice, Quot.sound]
'ComptonTails.kinetic_per_charge' depends on axioms: [propext, Classical.choice, Quot.sound]
'ComptonTails.comptonProfile_tail' depends on axioms: [propext, Classical.choice, Quot.sound]
'ComptonTails.hydrogen_truncation' depends on axioms: [propext, Classical.choice, Quot.sound]
```
